# A parity test for atomic and fragile symmetry data in plane group p2

**A:** Let $m_k$ be the number of inversion-odd states among $N$ spinless bands at each of the four inversion-invariant momenta $k$ of plane group p2, so that $0\le m_k\le N$. These four numbers are those of $N$ atomic bands exactly when their sum is even and every set $S$ of an odd number of momenta satisfies

$$\sum_{k\in S}m_k-\sum_{k\notin S}m_k\le(|S|-1)N .$$

They are fragile, meaning not atomic but atomic after suitable atomic bands are added, exactly when the sum is even and one of these inequalities fails.

**Q:** That looks like a statement about integer vectors. Where is the crystal?

**A:** It enters through the labels. A momentum is a pair of bits $k=(k_1,k_2)$, in units of half a reciprocal lattice vector. An orbital is a triple of bits $(s,w_1,w_2)$: its parity is $(-1)^s$ and its centre is $(w_1/2,w_2/2)$ in the unit cell.

```lean
import Mathlib

open Finset

namespace FragileParityTest

/-- The four inversion-invariant momenta of plane group p2, in units of half a reciprocal
lattice vector. -/
abbrev Momentum := Fin 2 × Fin 2

/-- An orbital `(s, w₁, w₂)`: parity `(-1)^s`, centred at the inversion centre `(w₁/2, w₂/2)`
of the unit cell. -/
abbrev Orbital := Fin 2 × Fin 2 × Fin 2
```

**Q:** And what makes the orbital's position matter?

**A:** Inversion about the origin sends the centre $w/2$ to $-w/2$, and a lattice translation by $w$ brings it back. At momentum $k$ that translation contributes the Bloch phase $(-1)^{k\cdot w}$, so the inversion eigenvalue is $(-1)^{s+k\cdot w}$. `oddCount` is 1 when this equals $-1$, and 0 otherwise.

```lean
/-- Inversion eigenvalue at momentum `k` of the band built from an orbital: the parity of the
orbital times the phase of the lattice translation that brings its centre back. -/
def inversionEigenvalue (o : Orbital) (k : Momentum) : ℤ :=
  (-1) ^ o.1.val * (-1) ^ (o.2.1.val * k.1.val + o.2.2.val * k.2.val)

/-- Number of inversion-odd states (0 or 1) of a single atomic band at momentum `k`. -/
def oddCount (o : Orbital) (k : Momentum) : ℤ :=
  if inversionEigenvalue o k = -1 then 1 else 0
```

**Q:** So eigenvalues are $\pm1$. That is an assumption.

**A:** Yes: the bands are spinless, and in the plane inversion is the twofold rotation. There is no Hamiltonian either, only eigenvalue counts. A set of $N$ atomic bands is given by natural-number multiplicities $c(o)$ of the eight orbitals $o$, with total $N$. Orbitals centred elsewhere add no new counts: inversion swaps them in pairs, and each pair gives one even and one odd state at every one of the four momenta, just like an even and an odd orbital at the origin.

```lean
/-- Number of inversion-odd states at `k` when each orbital `o` is present `c o` times. -/
def bandData (c : Orbital → ℕ) (k : Momentum) : ℤ := ∑ o, (c o : ℤ) * oddCount o k

/-- The odd-state numbers `m` of `N` bands are atomic if they are those of `N` orbitals,
repetitions allowed. -/
def IsAtomic (N : ℕ) (m : Momentum → ℤ) : Prop :=
  ∃ c : Orbital → ℕ, ∑ o, c o = N ∧ ∀ k, m k = bandData c k
```

**Q:** Do the next two definitions say what you announced?

**A:** `ParityTest` is the displayed family of inequalities, with `Sᶜ` for the momenta outside $S$. `IsFragile` says that $m$ is not atomic, while some atomic $a$ on $M$ bands makes $m+a$ atomic on $N+M$ bands.

```lean
/-- The parity test: for every set `S` of an odd number of momenta, the odd states in `S` minus
those outside `S` number at most `(|S| - 1) N`. -/
def ParityTest (N : ℕ) (m : Momentum → ℤ) : Prop :=
  ∀ S : Finset Momentum, Odd S.card →
    ∑ k ∈ S, m k - ∑ k ∈ Sᶜ, m k ≤ ((S.card : ℤ) - 1) * N

/-- Symmetry data are fragile if they are not atomic but become atomic when suitable atomic
data are added. -/
def IsFragile (N : ℕ) (m : Momentum → ℤ) : Prop :=
  ¬ IsAtomic N m ∧ ∃ (M : ℕ) (a : Momentum → ℤ),
    IsAtomic M a ∧ IsAtomic (N + M) (fun k => m k + a k)
```

**Q:** Fragile data are not the same as fragile bands.

**A:** Agreed. Two band structures can share these counts and differ in topology, for instance by an even Chern number. The definition classifies the symmetry data alone.

**Q:** Then which patterns can one orbital produce?

**A:** Exactly the 0-1 patterns with an even number of ones. For $w=(0,0)$ the pattern is all zeros or all ones. For any other $w$, the phase is $-1$ at two of the four momenta, so there are two ones for either parity. That gives $2+6=8$ patterns, which are all the even-weight ones. Lean runs through the sixteen patterns with `decide +kernel`.

```lean
/-- A 0-1 pattern on the four momenta is the odd-state pattern of an orbital exactly when it
has an even number of ones. -/
theorem evenWeight_iff_orbital : ∀ x : Momentum → Fin 2,
    Even (∑ k, (x k).val) ↔ ∃ o : Orbital, ∀ k, ((x k).val : ℤ) = oddCount o k := by
  decide +kernel
```

**Q:** Why must an atomic band obey the inequality?

**A:** For one band, the left side is at most $|S|$, and it reaches $|S|$ only if the ones sit precisely on $S$. An even-weight pattern cannot do that when $|S|$ is odd, so the left side is at most $|S|-1$. Lean again checks every case.

```lean
/-- Every single atomic band obeys the parity inequality for each odd-size set of momenta. -/
theorem oddCount_parity_bound : ∀ (o : Orbital) (S : Finset Momentum), Odd S.card →
    ∑ k ∈ S, oddCount o k - ∑ k ∈ Sᶜ, oddCount o k ≤ (S.card : ℤ) - 1 := by
  decide +kernel
```

For many bands, multiply by $c(o)\ge0$ and sum over orbitals; the right side becomes $(|S|-1)N$. The converse needs the four counts written out in the multiplicities, which is the next lemma. After it, `parityTest_of_isAtomic` carries out the summation: `expand` exchanges the sums over momenta and orbitals, and `Finset.sum_le_sum` reduces the claim to single orbitals.

```lean
/-- The odd-state numbers at the four momenta, written out in the orbital multiplicities. -/
theorem bandData_values (c : Orbital → ℕ) :
    bandData c (0, 0) = c (1, 0, 0) + c (1, 0, 1) + c (1, 1, 0) + c (1, 1, 1) ∧
    bandData c (0, 1) = c (0, 0, 1) + c (0, 1, 1) + c (1, 0, 0) + c (1, 1, 0) ∧
    bandData c (1, 0) = c (0, 1, 0) + c (0, 1, 1) + c (1, 0, 0) + c (1, 0, 1) ∧
    bandData c (1, 1) = c (0, 0, 1) + c (0, 1, 0) + c (1, 0, 0) + c (1, 1, 1) := by
  refine ⟨?_, ?_, ?_, ?_⟩ <;>
    simp [bandData, oddCount, inversionEigenvalue, Fintype.sum_prod_type, Fin.sum_univ_two] <;>
    ring

/-- Atomic symmetry data pass the parity test. -/
theorem parityTest_of_isAtomic {N : ℕ} {m : Momentum → ℤ} (h : IsAtomic N m) :
    ParityTest N m := by
  obtain ⟨c, hN, hm⟩ := h
  intro S hS
  have expand : ∀ T : Finset Momentum,
      ∑ k ∈ T, m k = ∑ o, (c o : ℤ) * ∑ k ∈ T, oddCount o k := by
    intro T
    simp only [hm, bandData, Finset.mul_sum]
    exact Finset.sum_comm
  rw [expand, expand, ← Finset.sum_sub_distrib, ← hN, Nat.cast_sum, Finset.mul_sum]
  -- the inequality holds orbital by orbital
  apply Finset.sum_le_sum
  intro o _
  have hc : (0 : ℤ) ≤ c o := by positivity
  linarith [mul_le_mul_of_nonneg_left (oddCount_parity_bound o S hS) hc]
```

**Q:** The converse is where I expect trouble. Eight unknown multiplicities, and only four counts and a total?

**A:** Write $p_w$ and $q_w$ for the numbers of even and odd orbitals at position $w$, and $2H=\sum_k m_k$. The two parities at one position have complementary patterns, so a pair of them adds 1 to every $m_k$, wherever it sits. Only the differences $d_w=q_w-p_w$ are fixed:

$$d_{00}=H-N,\qquad d_{01}=m_{00}+m_{10}-H,$$
$$d_{10}=m_{00}+m_{01}-H,\qquad d_{11}=m_{00}+m_{11}-H .$$

For the first, an orbital at the origin contributes 4 or 0 to $\sum_k m_k$ and any other contributes 2, so $2H=2N+2(q_{00}-p_{00})$. For the second, subtract $H=2q_{00}+\sum_{w\ne00}(p_w+q_w)$ from $m_{00}+m_{10}=2q_{00}+2q_{01}+(p_{10}+q_{10})+(p_{11}+q_{11})$. The other two follow in the same way.

Now take the smallest choice, $p_w=\max(-d_w,0)$ and $q_w=\max(d_w,0)$. The differences sum to $2m_{00}-N$, so the number of complementary pairs needed to reach $N$ bands is

$$r=\tfrac12\Big(N-\sum_w|d_w|\Big)=N-m_{00}-\sum_w p_w .$$

This is an integer, and the construction works if $r\ge0$.

**Q:** And the inequalities guarantee that?

**A:** Let $T$ be the set of positions with $d_w<0$. Then $r=N-m_{00}+\sum_{w\in T}d_w$. Going through the sixteen possible $T$ gives these values, with $a$ any momentum:

- For $|T|$ even, $r$ is some $m_a$ or $N-m_a$, which is nonnegative by the range condition.
- For $|T|$ odd, $r$ is some $H-m_a$ or $N+m_a-H$.

The last two are nonnegative by the parity test: for $S=\{a\}$ it says $m_a\le H$, and for the three momenta other than $a$ it says $H\le N+m_a$. Placing the $r$ pairs at the origin completes the construction.

**Q:** Can I find those steps in the code?

**A:** The half-sum $H$ is called `s` there. `h1` and `h3` are the two forms of the parity test, and `split` supplies the smallest $p_w,q_w$. `hr` proves $r\ge0$ by cases, each closed by `omega`. The multiplicities are then assembled into `c`, and `omega` confirms the total and the four counts. In the other direction, the range and the even sum are read off from `bandData_values`.

```lean
/-- Odd-state numbers of `N` bands are a sum of `N` atomic bands if and only if they lie
between 0 and `N`, have even sum, and pass the parity test. -/
theorem isAtomic_iff (N : ℕ) (m : Momentum → ℤ) :
    IsAtomic N m ↔
      (∀ k, 0 ≤ m k ∧ m k ≤ N) ∧ Even (∑ k, m k) ∧ ParityTest N m := by
  have tot : ∑ k, m k = m (0, 0) + m (0, 1) + (m (1, 0) + m (1, 1)) := by
    simp only [Fintype.sum_prod_type, Fin.sum_univ_two]
  constructor
  · intro h
    refine ⟨?_, ?_, parityTest_of_isAtomic h⟩
    all_goals
      obtain ⟨c, hN, hm⟩ := h
      obtain ⟨t1, t2, t3, t4⟩ := bandData_values c
      simp only [Fintype.sum_prod_type, Fin.sum_univ_two] at hN
    · simp only [Prod.forall, Fin.forall_fin_two, hm, t1, t2, t3, t4]
      refine ⟨⟨?_, ?_⟩, ?_, ?_⟩ <;> constructor <;> omega
    · rw [tot, hm, hm, hm, hm, t1, t2, t3, t4]
      exact ⟨2 * c (1, 0, 0) + c (1, 0, 1) + c (1, 1, 0) + c (1, 1, 1)
        + c (0, 0, 1) + c (0, 1, 0) + c (0, 1, 1), by ring⟩
  · rintro ⟨hbox, ⟨s, hs⟩, hP⟩
    -- the parity test for sets of one and of three momenta
    have h1 : ∀ a, 2 * m a ≤ ∑ k, m k := by
      intro a
      have e := Finset.sum_add_sum_compl ({a} : Finset Momentum) m
      have h := hP {a} (by rw [Finset.card_singleton]; exact odd_one)
      rw [Finset.sum_singleton] at e h
      rw [Finset.card_singleton, Nat.cast_one] at h
      linarith
    have hcard : ∀ a : Momentum, ({a}ᶜ : Finset Momentum).card = 3 := by decide +kernel
    have h3 : ∀ a, ∑ k, m k - 2 * m a ≤ 2 * N := by
      intro a
      have e := Finset.sum_add_sum_compl ({a} : Finset Momentum) m
      have h := hP {a}ᶜ (by rw [hcard]; decide)
      rw [compl_compl, hcard, Finset.sum_singleton] at h
      rw [Finset.sum_singleton] at e
      push_cast at h
      linarith
    have a1 := h1 (0, 0)
    have a2 := h1 (0, 1)
    have a3 := h1 (1, 0)
    have a4 := h1 (1, 1)
    have b1 := h3 (0, 0)
    have b2 := h3 (0, 1)
    have b3 := h3 (1, 0)
    have b4 := h3 (1, 1)
    have c1 := hbox (0, 0)
    have c2 := hbox (0, 1)
    have c3 := hbox (1, 0)
    have c4 := hbox (1, 1)
    -- at each position only the excess of one parity over the other is fixed
    have split : ∀ d : ℤ, ∃ p q : ℕ, (q : ℤ) - p = d ∧ (p = 0 ∨ q = 0) :=
      fun d => ⟨(-d).toNat, d.toNat, by omega, by omega⟩
    obtain ⟨p0, q0, d0, z0⟩ := split (s - N)
    obtain ⟨p1, q1, d1, z1⟩ := split (m (0, 0) + m (1, 0) - s)
    obtain ⟨p2, q2, d2, z2⟩ := split (m (0, 0) + m (0, 1) - s)
    obtain ⟨p3, q3, d3, z3⟩ := split (m (0, 0) + m (1, 1) - s)
    have hr : 0 ≤ (N : ℤ) - m (0, 0) - (p0 + p1 + p2 + p3) := by
      rcases z0 with h | h <;> rcases z1 with h' | h' <;> rcases z2 with h'' | h'' <;>
        rcases z3 with h''' | h''' <;> omega
    -- the remaining bands are filled with complementary pairs at the origin
    obtain ⟨r, hr'⟩ := Int.eq_ofNat_of_zero_le hr
    obtain ⟨c, e0, e1, e2, e3, f0, f1, f2, f3⟩ : ∃ c : Orbital → ℕ,
        c (0, 0, 0) = p0 + r ∧ c (0, 0, 1) = p1 ∧ c (0, 1, 0) = p2 ∧ c (0, 1, 1) = p3 ∧
        c (1, 0, 0) = q0 + r ∧ c (1, 0, 1) = q1 ∧ c (1, 1, 0) = q2 ∧ c (1, 1, 1) = q3 :=
      ⟨fun o => ![![![p0 + r, p1], ![p2, p3]], ![![q0 + r, q1], ![q2, q3]]] o.1 o.2.1 o.2.2,
        rfl, rfl, rfl, rfl, rfl, rfl, rfl, rfl⟩
    obtain ⟨t1, t2, t3, t4⟩ := bandData_values c
    refine ⟨c, ?_, ?_⟩
    · simp only [Fintype.sum_prod_type, Fin.sum_univ_two]
      omega
    · simp only [Prod.forall, Fin.forall_fin_two]
      refine ⟨⟨?_, ?_⟩, ?_, ?_⟩ <;> omega
```

**Q:** Suppose the test fails. Why should adding atomic bands ever repair it?

**A:** Add $t$ all-even and $t$ all-odd bands. Each $m_k$ grows by $t$ and the band number by $2t$, so the range condition survives and the sum grows by $4t$, staying even. The left side of the inequality grows by $t(2|S|-4)$ and the right side by $t(2|S|-2)$, a gain of $2t$. Since $0\le m_k\le N$, the left side was at most $|S|N$ before, which exceeds the bound by at most $N$. So $N\le2t$ suffices. The Lean proof bounds the two sums by `hu` and `hl` and combines them in the same way.

```lean
/-- Data between 0 and `N` with even sum become atomic once `t` all-even and `t` all-odd bands
are added, provided `N ≤ 2t`. -/
theorem isAtomic_add_pairs {N t : ℕ} {m : Momentum → ℤ} (hbox : ∀ k, 0 ≤ m k ∧ m k ≤ N)
    (he : Even (∑ k, m k)) (ht : N ≤ 2 * t) :
    IsAtomic (N + 2 * t) (fun k => m k + t) := by
  refine (isAtomic_iff _ _).2 ⟨fun k => ?_, ?_, fun S _ => ?_⟩
  · have := hbox k
    show 0 ≤ m k + (t : ℤ) ∧ m k + (t : ℤ) ≤ ((N + 2 * t : ℕ) : ℤ)
    constructor <;> omega
  · rw [Finset.sum_add_distrib]
    refine he.add ⟨2 * t, ?_⟩
    simp only [Fintype.sum_prod_type, Fin.sum_univ_two]
    ring
  · have hc : (S.card : ℤ) + (Sᶜ.card : ℤ) = 4 := by
      have h4 : Fintype.card Momentum = 4 := rfl
      exact_mod_cast (Finset.card_add_card_compl S).trans h4
    have hc' : (Sᶜ.card : ℤ) = 4 - S.card := by linarith
    have hu : ∑ k ∈ S, m k ≤ S.card * (N : ℤ) := by
      have h := Finset.sum_le_sum (fun k (_ : k ∈ S) => (hbox k).2)
      rwa [Finset.sum_const, nsmul_eq_mul] at h
    have hl : 0 ≤ ∑ k ∈ Sᶜ, m k := Finset.sum_nonneg fun k _ => (hbox k).1
    have ht' : (N : ℤ) ≤ 2 * t := by exact_mod_cast ht
    rw [Finset.sum_add_distrib, Finset.sum_add_distrib, Finset.sum_const, Finset.sum_const,
      nsmul_eq_mul, nsmul_eq_mul, hc']
    push_cast
    nlinarith
```

**Q:** Then fragility follows in both directions?

**A:** Yes. If $m$ is fragile, both $a$ and $m+a$ have even sum, hence so does $m$; being in range and not atomic, it must violate an inequality. Conversely, a violation rules out atomic data, and adding $N$ pairs repairs it. Those pairs are themselves atomic, which Lean gets by applying `isAtomic_add_pairs` to zero bands. The hypothesis `hbox` is the range condition, which any actual count of states satisfies.

```lean
/-- Complete test for fragile symmetry data in p2: odd-state numbers between 0 and `N` are
fragile if and only if their sum is even and some odd-size set of momenta violates the parity
inequality. -/
theorem isFragile_iff {N : ℕ} {m : Momentum → ℤ} (hbox : ∀ k, 0 ≤ m k ∧ m k ≤ N) :
    IsFragile N m ↔ Even (∑ k, m k) ∧ ∃ S : Finset Momentum, Odd S.card ∧
      ((S.card : ℤ) - 1) * N < ∑ k ∈ S, m k - ∑ k ∈ Sᶜ, m k := by
  constructor
  · rintro ⟨hn, M, a, ha, hma⟩
    have he : Even (∑ k, m k) := by
      have h := ((isAtomic_iff _ _).1 hma).2.1
      rw [Finset.sum_add_distrib] at h
      exact (Int.even_add.mp h).mpr ((isAtomic_iff _ _).1 ha).2.1
    refine ⟨he, ?_⟩
    by_contra hne
    exact hn ((isAtomic_iff _ _).2
      ⟨hbox, he, fun S hS => not_lt.1 fun h => hne ⟨S, hS, h⟩⟩)
  · rintro ⟨he, S, hS, hlt⟩
    refine ⟨fun h => not_le_of_gt hlt (parityTest_of_isAtomic h S hS),
      2 * N, fun _ => (N : ℤ), ?_, isAtomic_add_pairs hbox he (by omega)⟩
    -- the added pairs are themselves atomic
    have h := isAtomic_add_pairs (N := 0) (t := N) (m := fun _ => 0)
      (fun _ => by simp) (by simp) (by omega)
    simpa using h

end FragileParityTest
```

```lean
#print axioms FragileParityTest.evenWeight_iff_orbital
-- 'FragileParityTest.evenWeight_iff_orbital' depends on axioms: [propext, Classical.choice, Quot.sound]
#print axioms FragileParityTest.parityTest_of_isAtomic
-- 'FragileParityTest.parityTest_of_isAtomic' depends on axioms: [propext, Classical.choice, Quot.sound]
#print axioms FragileParityTest.isFragile_iff
-- 'FragileParityTest.isFragile_iff' depends on axioms: [propext, Classical.choice, Quot.sound]
```

**Q:** What would I do with this in a band-structure calculation?

**A:** Choose $N$ bands separated by a gap from the rest, and put the origin at an inversion centre. At each of the four momenta, form the matrix of the inversion operator in the $N$ selected Bloch states. Its trace is $N-2m_k$, which gives $m_k$. For an even sum, the whole test is then

$$\max_k m_k\le H\le N+\min_k m_k .$$

Take two bands with traces $-2,2,2,2$ at $(0,0),(0,1),(1,0),(1,1)$. Then $m=(2,0,0,0)$ and $H=1$, so the first inequality fails and the data are fragile. One complementary pair already repairs them: the sum $(3,1,1,1)$ on four bands comes from an even orbital at the origin and an odd orbital at each of the other three centres.

**Q:** So a failed test tells me something about Wannier functions?

**A:** For spinless bands in p2, it excludes a description of the selected bands by symmetric, exponentially localised Wannier functions. An odd sum excludes it too, whether or not the inequalities hold. If the sum is even and the test is passed, the question stays open, since the test sees only the eigenvalues at four momenta.
